# For symmetric $A$, $|(1+tA)^{-1}G|^2$ has first and second derivatives $-2\,G\cdot AG$ and $6\,G\cdot A^2G$ at $t=0$

## How does a plane wave's kinetic energy respond to strain?

Before the strain derivatives of a plane-wave kinetic energy mean anything, one has to fix what the strain parameter is. I let positions deform as $r\mapsto(1+tA)r$, with $A$ a real symmetric matrix and $t$ a real amplitude, so a wave vector $G$ becomes $(1+tA)^{-1}G$. Its squared length is

$$K(t)=|(1+tA)^{-1}G|^2 .$$

For the kinetic terms in the stress and the clamped-ion elastic constants of a plane-wave or PAW calculation, I use $K'(0)=-2\,G\cdot AG$ and $K''(0)=6\,G\cdot A^2G$. I can get these by expanding the inverse in powers of $t$, but I would like a rigorous derivation, with the differentiability included, and a machine-checked proof. Can this be done in Lean?

## Differentiation climbs a ladder of strain moments

Yes. Your choice makes $t$ the amplitude of a linear deformation, and the coefficient 6 depends on that. The file keeps this parameter and represents $K$ as the dot product of the strained wave vector with itself. The derivation below works in any finite dimension.

Write $R(t)=(1+tA)^{-1}$ wherever the inverse exists. The phase of the plane wave is preserved: $R$ is symmetric because $A$ is, so

$$(RG)\cdot\big((1+tA)r\big)=G\cdot R(1+tA)r=G\cdot r .$$

Since $A$ commutes with $1+tA$, multiplying $(1+tA)A=A(1+tA)$ by $R$ on both sides gives $AR=RA$. The entries of $R$ are rational functions of $t$, so $R$ is differentiable where it exists. Differentiating $(1+tA)R=1$ gives $AR+(1+tA)R'=0$, hence

$$R'=-RAR=-AR^2 .$$

For powers, the claim is $(R^m)'=-mAR^{m+1}$. It holds for $m=0$, and the product rule carries it from $m$ to $m+1$:

$$(R^{m+1})'=-mAR^{m+1}R-R^mAR^2=-(m+1)AR^{m+2}.$$

Now define the strain moments $M_{k,m}(t)=G\cdot A^kR(t)^mG$. Their derivatives obey

$$M_{k,m}'=-m\,M_{k+1,m+1}.$$

Symmetry of $R$ gives $K=RG\cdot RG=G\cdot R^2G=M_{0,2}$. Two steps up the ladder yield

$$K'=-2M_{1,3},\qquad K''=(-2)(-3)M_{2,4}=6M_{2,4}.$$

At $t=0$ we have $R=1$, which gives the two stated values. After $N$ steps the prefactor is $(-2)(-3)\cdots(-(N+1))$, so

$$K^{(N)}(t)=(-1)^N(N+1)!\;G\cdot A^NR(t)^{N+2}G .$$

Each further differentiation needs the previous formula on a neighbourhood of $t$. This is available because $\det(1+tA)$ is continuous in $t$ and stays nonzero near any point where it is nonzero.

For a finite expansion in plane waves normalised over the deformed cell, with fixed coefficients $c_G$, the kinetic energy in units $\hbar=m_e=1$ is $E(t)=\tfrac12\sum_G|c_G|^2K_G(t)$, where $K_G$ is the function $K$ belonging to $G$. Summing the results gives

$$E'(0)=-\sum_G|c_G|^2\,G\cdot AG,\qquad E''(0)=3\sum_G|c_G|^2\,G\cdot A^2G .$$

Here is the complete Lean file.

```lean
import Mathlib

open Matrix Filter Topology
open scoped Matrix.Norms.Operator

namespace PlaneWaveStrain

noncomputable section

variable {n : Type*} [Fintype n] [DecidableEq n]

/-- The inverse deformation `(1 + tA)⁻¹` for the strain `A` with amplitude `t`. -/
def invDeform (A : Matrix n n ℝ) (t : ℝ) : Matrix n n ℝ := (1 + t • A)⁻¹

/-- The vector `(1 + tA)⁻¹ G`. For symmetric `A` and invertible `1 + tA`, this is the wave vector
`G` after positions have been deformed by `1 + tA`. -/
def strainedWave (A : Matrix n n ℝ) (G : n → ℝ) (t : ℝ) : n → ℝ := invDeform A t *ᵥ G

/-- The squared Euclidean length `K(t)` of the vector `(1 + tA)⁻¹ G`. -/
def waveNormSq (A : Matrix n n ℝ) (G : n → ℝ) (t : ℝ) : ℝ :=
  strainedWave A G t ⬝ᵥ strainedWave A G t

/-- The strain moment `G · Aᵏ (1 + tA)⁻ᵐ G`. -/
def strainMoment (A : Matrix n n ℝ) (G : n → ℝ) (k m : ℕ) (t : ℝ) : ℝ :=
  G ⬝ᵥ ((A ^ k * invDeform A t ^ m) *ᵥ G)

/-- The sum `½ ∑ |c_G|² K_G(t)` over `G ∈ S`. For symmetric `A` and invertible `1 + tA`, this is the
kinetic energy, in units `ħ = mₑ = 1` and without normalisation, of a plane-wave expansion whose
coefficients are held fixed under strain. -/
def kineticEnergy (S : Finset (n → ℝ)) (c : (n → ℝ) → ℂ) (A : Matrix n n ℝ) (t : ℝ) : ℝ :=
  1 / 2 * ∑ G ∈ S, ‖c G‖ ^ 2 * waveNormSq A G t

/-- The phase `G · r` of a plane wave is unchanged when position and wave vector are
strained together. -/
theorem phase_invariant {A : Matrix n n ℝ} (hA : A.IsSymm) (G r : n → ℝ) {t : ℝ}
    (ht : IsUnit (1 + t • A).det) :
    strainedWave A G t ⬝ᵥ ((1 + t • A) *ᵥ r) = G ⬝ᵥ r := by
  have hB : (1 + t • A)ᵀ = 1 + t • A := by
    rw [transpose_add, transpose_one, transpose_smul, hA.eq]
  rw [Matrix.dotProduct_mulVec, ← Matrix.mulVec_transpose, hB, strainedWave, invDeform,
    Matrix.mulVec_mulVec, Matrix.mul_nonsing_inv _ ht, Matrix.one_mulVec]

/-- A deformation that is invertible at amplitude `t` is invertible at all nearby amplitudes. -/
theorem eventually_invertible (A : Matrix n n ℝ) {t : ℝ} (ht : IsUnit (1 + t • A).det) :
    ∀ᶠ s in 𝓝 t, IsUnit (1 + s • A).det := by
  have hc : Continuous fun s : ℝ => (1 + s • A).det :=
    (continuous_const.add (continuous_id.smul continuous_const)).matrix_det
  filter_upwards [hc.continuousAt.eventually_ne ht.ne_zero] with s hs
  exact isUnit_iff_ne_zero.2 hs

/-- Powers of the inverse deformation obey `d/dt (1 + tA)⁻ᵐ = -m A (1 + tA)⁻ᵐ⁻¹`. -/
theorem hasDerivAt_invDeform_pow (A : Matrix n n ℝ) {t : ℝ}
    (ht : IsUnit (1 + t • A).det) (m : ℕ) :
    HasDerivAt (fun s => invDeform A s ^ m)
      ((-(m : ℝ)) • (A * invDeform A t ^ (m + 1))) t := by
  -- the strain commutes with the inverse deformation
  have hcomm : Commute A (invDeform A t) := by
    have h1 : invDeform A t * (1 + t • A) = 1 := Matrix.nonsing_inv_mul _ ht
    have h2 : (1 + t • A) * invDeform A t = 1 := Matrix.mul_nonsing_inv _ ht
    have h3 : (1 + t • A) * A = A * (1 + t • A) := by
      rw [add_mul, mul_add, one_mul, mul_one, smul_mul_assoc, mul_smul_comm]
    change A * invDeform A t = invDeform A t * A
    calc A * invDeform A t
        = (invDeform A t * (1 + t • A)) * (A * invDeform A t) := by rw [h1, one_mul]
      _ = invDeform A t * ((1 + t • A) * A) * invDeform A t := by simp only [mul_assoc]
      _ = invDeform A t * A * ((1 + t • A) * invDeform A t) := by
          rw [h3]; simp only [mul_assoc]
      _ = invDeform A t * A := by rw [h2, mul_one]
  -- derivative of the inverse itself
  have hR : HasDerivAt (fun s => invDeform A s) (-(A * invDeform A t ^ 2)) t := by
    obtain ⟨u, hu⟩ := (Matrix.isUnit_iff_isUnit_det _).2 ht
    have hin : HasDerivAt (fun s : ℝ => 1 + s • A) A t := by
      have h := ((hasDerivAt_id' t).smul_const A).const_add (1 : Matrix n n ℝ)
      rw [one_smul] at h
      exact h
    have hinv := hasFDerivAt_ringInverse (𝕜 := ℝ) u
    rw [hu] at hinv
    have hui : (↑u⁻¹ : Matrix n n ℝ) = invDeform A t := by
      rw [Matrix.coe_units_inv, hu, invDeform]
    have h := hinv.comp_hasDerivAt t hin
    have hf : (fun s => invDeform A s) = Ring.inverse ∘ fun s : ℝ => 1 + s • A := by
      funext s
      exact Matrix.nonsing_inv_eq_ringInverse _
    rw [hf]
    refine h.congr_deriv ?_
    change -((↑u⁻¹ : Matrix n n ℝ) * A * (↑u⁻¹ : Matrix n n ℝ)) = _
    rw [hui, ← hcomm.eq, mul_assoc, ← pow_two]
  induction m with
  | zero =>
    have h : HasDerivAt (fun s => invDeform A s ^ 0) 0 t := by
      simp only [pow_zero]
      exact hasDerivAt_const t (1 : Matrix n n ℝ)
    refine h.congr_deriv ?_
    rw [Nat.cast_zero, neg_zero, zero_smul]
  | succ m ih =>
    have e : invDeform A t ^ m * (A * invDeform A t ^ 2)
        = A * invDeform A t ^ (m + 1 + 1) := by
      rw [show m + 1 + 1 = m + 2 from rfl, ← mul_assoc, ← (hcomm.pow_right m).eq,
        mul_assoc, ← pow_add]
    have hf : (fun s => invDeform A s ^ (m + 1))
        = fun s => invDeform A s ^ m * invDeform A s := by
      funext s
      exact pow_succ _ _
    rw [hf]
    refine (ih.fun_mul hR).congr_deriv ?_
    rw [smul_mul_assoc, mul_assoc, ← pow_succ, mul_neg, e]
    push_cast
    module

/-- Ladder rule: differentiating a strain moment raises both of its orders by one and
multiplies it by `-m`. -/
theorem hasDerivAt_strainMoment (A : Matrix n n ℝ) (G : n → ℝ) (k m : ℕ) {t : ℝ}
    (ht : IsUnit (1 + t • A).det) :
    HasDerivAt (strainMoment A G k m) (-(m : ℝ) * strainMoment A G (k + 1) (m + 1) t) t := by
  -- the expectation value in `G` is a linear functional of the matrix
  let L : Matrix n n ℝ →ₗ[ℝ] ℝ :=
    { toFun := fun M => G ⬝ᵥ (M *ᵥ G)
      map_add' := fun x y => by rw [Matrix.add_mulVec, dotProduct_add]
      map_smul' := fun a x => by
        rw [Matrix.smul_mulVec, dotProduct_smul, RingHom.id_apply] }
  have hM := (hasDerivAt_invDeform_pow A ht m).const_mul (A ^ k)
  have h := (LinearMap.toContinuousLinearMap L).hasFDerivAt.comp_hasDerivAt t hM
  refine HasDerivAt.congr_deriv (f := strainMoment A G k m) h ?_
  change L (A ^ k * ((-(m : ℝ)) • (A * invDeform A t ^ (m + 1)))) = _
  rw [mul_smul_comm, ← mul_assoc, ← pow_succ, map_smul, smul_eq_mul]
  rfl

/-- For a symmetric strain, `K(t) = G · (1 + tA)⁻² G`. -/
theorem waveNormSq_eq_moment {A : Matrix n n ℝ} (hA : A.IsSymm) (G : n → ℝ) :
    waveNormSq A G = strainMoment A G 0 2 := by
  funext t
  have hR : (invDeform A t)ᵀ = invDeform A t := by
    rw [invDeform, Matrix.transpose_nonsing_inv, transpose_add, transpose_one,
      transpose_smul, hA.eq]
  rw [waveNormSq, strainedWave, strainMoment, pow_zero, one_mul, pow_two,
    ← Matrix.mulVec_mulVec, Matrix.dotProduct_mulVec G, ← Matrix.mulVec_transpose, hR]

/-- Every strain derivative of the squared wave-vector length:
`K⁽ᴺ⁾(t) = (-1)ᴺ (N+1)! G · Aᴺ (1 + tA)⁻ᴺ⁻² G`. -/
theorem iteratedDeriv_waveNormSq {A : Matrix n n ℝ} (hA : A.IsSymm) (G : n → ℝ) (N : ℕ) :
    ∀ t : ℝ, IsUnit (1 + t • A).det → iteratedDeriv N (waveNormSq A G) t
      = (-1) ^ N * ((N + 1).factorial : ℝ) * strainMoment A G N (N + 2) t := by
  induction N with
  | zero => intro t _; simp [waveNormSq_eq_moment hA]
  | succ N ih =>
    intro t ht
    have hev : iteratedDeriv N (waveNormSq A G) =ᶠ[𝓝 t] fun s =>
        (-1) ^ N * ((N + 1).factorial : ℝ) * strainMoment A G N (N + 2) s :=
      (eventually_invertible A ht).mono ih
    rw [iteratedDeriv_succ, hev.deriv_eq,
      ((hasDerivAt_strainMoment A G N (N + 2) ht).const_mul _).deriv,
      Nat.factorial_succ (N + 1), show N + 1 + 2 = N + 2 + 1 by omega]
    push_cast
    ring

/-- The kinetic energy of a plane-wave expansion with fixed coefficients has first strain
derivative `-∑ |c_G|² G·AG` and second strain derivative `3 ∑ |c_G|² G·A²G` at zero strain. -/
theorem kineticEnergy_strain_derivatives {A : Matrix n n ℝ} (hA : A.IsSymm)
    (S : Finset (n → ℝ)) (c : (n → ℝ) → ℂ) :
    HasDerivAt (kineticEnergy S c A) (-∑ G ∈ S, ‖c G‖ ^ 2 * (G ⬝ᵥ (A *ᵥ G))) 0 ∧
    HasDerivAt (deriv (kineticEnergy S c A))
      (3 * ∑ G ∈ S, ‖c G‖ ^ 2 * (G ⬝ᵥ ((A ^ 2) *ᵥ G))) 0 := by
  have h0 : IsUnit (1 + (0 : ℝ) • A).det := by simp
  -- first derivative at every amplitude with an invertible deformation
  have h1 : ∀ t : ℝ, IsUnit (1 + t • A).det → HasDerivAt (kineticEnergy S c A)
      (-∑ G ∈ S, ‖c G‖ ^ 2 * strainMoment A G 1 3 t) t := by
    intro t ht
    have h := (HasDerivAt.fun_sum (u := S) fun G _ =>
      (hasDerivAt_strainMoment A G 0 2 ht).const_mul (‖c G‖ ^ 2)).const_mul (1 / 2 : ℝ)
    have hf : kineticEnergy S c A
        = fun s => 1 / 2 * ∑ G ∈ S, ‖c G‖ ^ 2 * strainMoment A G 0 2 s := by
      funext s
      simp only [kineticEnergy, waveNormSq_eq_moment hA]
    rw [hf]
    refine h.congr_deriv ?_
    rw [Finset.mul_sum, ← Finset.sum_neg_distrib]
    refine Finset.sum_congr rfl fun G _ => ?_
    push_cast
    ring
  constructor
  · refine (h1 0 h0).congr_deriv ?_
    simp [strainMoment, invDeform]
  · have hev : deriv (kineticEnergy S c A) =ᶠ[𝓝 0]
        fun t => -∑ G ∈ S, ‖c G‖ ^ 2 * strainMoment A G 1 3 t :=
      (eventually_invertible A h0).mono fun t ht => (h1 t ht).deriv
    have h := (HasDerivAt.fun_sum (u := S) fun G _ =>
      (hasDerivAt_strainMoment A G 1 3 h0).const_mul (‖c G‖ ^ 2)).fun_neg
    refine (h.congr_of_eventuallyEq hev).congr_deriv ?_
    rw [Finset.mul_sum, ← Finset.sum_neg_distrib]
    refine Finset.sum_congr rfl fun G _ => ?_
    have hm : strainMoment A G (1 + 1) (3 + 1) 0 = G ⬝ᵥ ((A ^ 2) *ᵥ G) := by
      simp [strainMoment, invDeform]
    rw [hm]
    push_cast
    ring

/-- The squared length of a strained wave vector satisfies `K'(0) = -2 G·AG` and
`K''(0) = 6 G·A²G`. -/
theorem waveNormSq_strain_derivatives {A : Matrix n n ℝ} (hA : A.IsSymm) (G : n → ℝ) :
    HasDerivAt (waveNormSq A G) (-2 * (G ⬝ᵥ (A *ᵥ G))) 0 ∧
    HasDerivAt (deriv (waveNormSq A G)) (6 * (G ⬝ᵥ ((A ^ 2) *ᵥ G))) 0 := by
  have h0 : IsUnit (1 + (0 : ℝ) • A).det := by simp
  have h1 : ∀ t : ℝ, IsUnit (1 + t • A).det →
      HasDerivAt (waveNormSq A G) (-2 * strainMoment A G 1 3 t) t := by
    intro t ht
    rw [waveNormSq_eq_moment hA]
    exact (hasDerivAt_strainMoment A G 0 2 ht).congr_deriv (by norm_num)
  constructor
  · refine (h1 0 h0).congr_deriv ?_
    simp [strainMoment, invDeform]
  · have hev : deriv (waveNormSq A G) =ᶠ[𝓝 0] fun t => -2 * strainMoment A G 1 3 t :=
      (eventually_invertible A h0).mono fun t ht => (h1 t ht).deriv
    have h := (hasDerivAt_strainMoment A G 1 3 h0).const_mul (-2 : ℝ)
    refine (h.congr_of_eventuallyEq hev).congr_deriv ?_
    have hm : strainMoment A G (1 + 1) (3 + 1) 0 = G ⬝ᵥ ((A ^ 2) *ᵥ G) := by
      simp [strainMoment, invDeform]
    rw [hm]
    push_cast
    ring

end

end PlaneWaveStrain
```

```lean
#print axioms PlaneWaveStrain.phase_invariant
-- 'PlaneWaveStrain.phase_invariant' depends on axioms: [propext, Classical.choice, Quot.sound]
#print axioms PlaneWaveStrain.iteratedDeriv_waveNormSq
-- 'PlaneWaveStrain.iteratedDeriv_waveNormSq' depends on axioms: [propext, Classical.choice, Quot.sound]
#print axioms PlaneWaveStrain.kineticEnergy_strain_derivatives
-- 'PlaneWaveStrain.kineticEnergy_strain_derivatives' depends on axioms: [propext, Classical.choice, Quot.sound]
#print axioms PlaneWaveStrain.waveNormSq_strain_derivatives
-- 'PlaneWaveStrain.waveNormSq_strain_derivatives' depends on axioms: [propext, Classical.choice, Quot.sound]
```

### What the theorems say about the crystal

The finite type `n` labels Cartesian directions, so three-dimensional crystals are one case. `A : Matrix n n ℝ` is the strain direction, and `hA : A.IsSymm` says that it is symmetric, which covers shear as well as stretching. `invDeform A t` is $R(t)$, `strainedWave A G t` is the deformed wave vector, and `waveNormSq A G t` is $K(t)$. The dot product is used because Mathlib's default norm on `n → ℝ` is the maximum norm, not the Euclidean length.

`waveNormSq_strain_derivatives` has two parts. The first says that $K$ is differentiable at zero with derivative $-2\,G\cdot AG$. The second says that the function `deriv (waveNormSq A G)` is itself differentiable at zero, with derivative $6\,G\cdot A^2G$. Lean assigns a value to the matrix inverse even at singular amplitudes, but none of these lie near $t=0$.

`iteratedDeriv_waveNormSq` gives the formula for every order $N$ at every amplitude where $1+tA$ is invertible. `kineticEnergy_strain_derivatives` gives the two sums for $E$. There, `S` is the finite set of unstrained wave vectors (at a general k-point, its elements are the vectors $k+G$), and `c` supplies the complex coefficients. They need not be normalised; for a nonzero expansion, the derivatives of the normalised expectation value follow on dividing by $\sum_{G\in S}|c_G|^2$.

Holding `S` fixed means a fixed set of plane waves, not a fixed energy cutoff. Holding `c` fixed leaves out the electronic response to strain, which enters the second derivative of the relaxed energy. The Hartree, exchange-correlation, ionic and PAW augmentation terms are absent too. The result therefore supplies the explicit kinetic contribution to stress and clamped-ion elastic constants for a finite expansion with frozen coefficients, before division by the cell volume.

### A different parameter: Lagrangian strain

Another model starts from the metric. For a deformation $F$, the Lagrangian strain $\eta$ is defined by $F^TF=1+2\eta$, and the squared wave-vector length is $G\cdot(1+2\eta)^{-1}G$. Setting $\eta=tA$ gives

$$G\cdot(1+2tA)^{-1}G=|G|^2-2t\,G\cdot AG+4t^2\,G\cdot A^2G+\cdots .$$

The first derivative is unchanged, but the second becomes $8\,G\cdot A^2G$. A comparison of second-order kinetic terms must therefore use the same strain parameter on both sides.

### Why symmetry matters at second order

Take

$$A=\begin{pmatrix}0&1\\0&0\end{pmatrix},\qquad G=\begin{pmatrix}0\\1\end{pmatrix}.$$

Then $A^2=0$ and $(1+tA)^{-1}G=(-t,1)^T$, so $K(t)=1+t^2$ and $K''(0)=2$, whereas $6\,G\cdot A^2G=0$. The second-derivative formula for $K$ as defined here fails without symmetry. This $K$ does not describe a strained plane wave, however: for a nonsymmetric $A$ the wave vector that preserves the phase is $(1+tA^T)^{-1}G$. The formula can fail for that vector too. With the same $A$ and $G=(1,0)^T$ it is $(1,-t)^T$, whose squared length $1+t^2$ again has second derivative 2, while $6\,G\cdot A^2G=0$.

### How the Lean proof follows the ladder

`phase_invariant` checks the transformation of the wave vector by moving the symmetric matrix $1+tA$ across the dot product and cancelling it against its inverse. It justifies the model; the derivative theorems do not call it.

`eventually_invertible` is the determinant argument: continuity keeps a nonzero determinant nonzero nearby.

`hasDerivAt_invDeform_pow` contains the matrix calculus. The `calc` block proves that $A$ commutes with $R$. Mathlib's derivative of the ring inverse, composed with $s\mapsto1+sA$, then gives $-RAR$, which commutation turns into $-AR^2$. The induction on `m` is the product-rule calculation above, with `module` collecting the coefficients at the end.

`hasDerivAt_strainMoment` turns this into the ladder rule. It treats $M\mapsto G\cdot MG$ as a linear map `L` on matrices, so the derivative passes through it. `waveNormSq_eq_moment` uses the symmetry of $R$ to identify $K$ with $M_{0,2}$.

`iteratedDeriv_waveNormSq` proceeds by induction on `N`. The induction hypothesis holds at all nearby amplitudes by `eventually_invertible`, so `hev.deriv_eq` may replace the $N$-th derivative by its formula before the ladder rule is applied once more. The final `ring` step absorbs the factor $-(N+2)$ into the sign and factorial.

The last two theorems apply the ladder directly. In each, `h1` gives the first derivative wherever the deformation is invertible, and `hev` says that `deriv` agrees with this formula near zero. A second application of the ladder rule gives the second derivative, and `simp` evaluates the moments at $t=0$, where $R=1$. For the kinetic energy, `HasDerivAt.fun_sum` carries the same two steps through the finite sum.
